# Every Bogoliubov matrix of finitely many bosonic modes has determinant one

## Amplitudes and commutators

Let $a_i$ be the annihilation operators of $n$ bosonic modes, with $[a_i,a_j^\dagger]=\delta_{ij}$ and $[a_i,a_j]=0$. A Bogoliubov transformation defines new operators that mix annihilation and creation,

$$b_j=\sum_i\left(\overline{U_{ij}}\,a_i-\overline{V_{ij}}\,a_i^\dagger\right),$$

with square complex matrices $U$ and $V$. We write $\overline{A}$ for the entrywise conjugate, $A^T$ for the transpose and $A^\dagger$ for the conjugate transpose of a matrix $A$. The new operators describe bosons if

$$[b_i,b_j^\dagger]=(U^\dagger U-V^\dagger V)_{ij}=\delta_{ij},\qquad [b_i,b_j]=\overline{(V^TU-U^TV)_{ij}}=0 .$$

The amplitudes therefore obey

$$U^\dagger U-V^\dagger V=1,\qquad U^TV=V^TU. \tag{1}$$

Collect the operators in columns $(a,a^\dagger)$ and $(b,b^\dagger)$. The inverse relation is $(a,a^\dagger)=W(b,b^\dagger)$ with

$$W=\begin{pmatrix}U&\overline V\\ V&\overline U\end{pmatrix},\qquad \eta=\begin{pmatrix}1&0\\0&-1\end{pmatrix},$$

where $\eta$ records the signs of the commutators. Many texts call the coefficients of $b$ in terms of $a$ by the letters $U$ and $V$; here these letters belong to the inverse relation.

For fermions, the matrices $W$ fall into two classes, with determinant $+1$ and $-1$, and the second class changes the particle-number parity of the vacuum. For bosons, (1) implies $\det W=1$, so the second class is empty.

## Elimination of the lower left block

Multiplying out the blocks gives

$$W^\dagger\eta W=\begin{pmatrix}U^\dagger U-V^\dagger V & U^\dagger\overline V-V^\dagger\overline U\\ V^TU-U^TV & V^T\overline V-U^T\overline U\end{pmatrix}.$$

The upper right block is the adjoint of the lower left one, and the lower right block is minus the transpose of the upper left one. Hence $W^\dagger\eta W=\eta$ holds exactly when (1) holds. Its determinant gives only $|\det W|=1$. Exchanging the two halves of the rows and of the columns turns $W$ into $\overline W$, so $\det W$ is also real. The sign is still open.

To settle it, multiply from the left by a block-triangular matrix:

$$\begin{pmatrix}1&0\\-V^T&U^T\end{pmatrix}\begin{pmatrix}U&\overline V\\ V&\overline U\end{pmatrix}
=\begin{pmatrix}U&\overline V\\ U^TV-V^TU& U^T\overline U-V^T\overline V\end{pmatrix}
=\begin{pmatrix}U&\overline V\\0&1\end{pmatrix}.$$

The lower left block vanishes by the second condition in (1), and the lower right block is the transpose of the first. Since $\det U^T=\det U$, taking determinants yields

$$\det U\,\det W=\det U .$$

It remains to cancel $\det U$. Suppose $Ux=0$ for a vector $x$. Sandwiching the first condition in (1) between $x^\dagger$ and $x$ gives

$$\|x\|^2=\|Ux\|^2-\|Vx\|^2=-\|Vx\|^2\le 0,$$

so $x=0$. Thus $U$ is invertible and $\det W=1$.

For fermions the conditions are $U^\dagger U+V^\dagger V=1$ and $U^TV+V^TU=0$. The same elimination, with $+V^T$ in place of $-V^T$, again gives $\det U\det W=\det U$. A null vector of $U$ now only has to satisfy $\|Vx\|=\|x\|$, which is possible. Every fermionic transformation with determinant $-1$ therefore has a singular $U$, but a singular $U$ can also occur with determinant $+1$.

## Two squeezed modes in numbers

Two-mode squeezing has $U=\cosh r\,\mathbb 1$ and $V=\sinh r\,\sigma_x$, where $r$ is the real squeezing parameter and $\sigma_x$ exchanges the two modes. For $r=\ln 2$ the amplitudes are $\cosh r=5/4$ and $\sinh r=3/4$, and

$$W=\frac14\begin{pmatrix}5&0&0&3\\0&5&3&0\\0&3&5&0\\3&0&0&5\end{pmatrix}.$$

Rows and columns 1 and 4 decouple from 2 and 3. Each pair contributes $25/16-9/16=1$, so $\det W=1$. Here $\det U=25/16$, which is the factor that cancels in the general argument.

## The inverse of $U$ in a ground-state calculation

Take a quadratic Hamiltonian whose coefficient matrix in $(a,a^\dagger)$ is positive definite, as in spin-wave theory or in the Bogoliubov treatment of a dilute Bose gas once modes of zero frequency have been set aside. One computes the normal modes with positive norm, scales each to $u^\dagger u-v^\dagger v=1$, chooses modes of equal frequency orthogonal with respect to $\eta$, and places the vectors $u$ and $v$ in the columns of $U$ and $V$. The ground state is annihilated by all $b_j$. With the pair ansatz

$$|\Omega\rangle\propto\exp\Big(\tfrac12\sum_{ij}Z_{ij}\,a_i^\dagger a_j^\dagger\Big)|0\rangle$$

and a symmetric matrix $Z$, this requirement becomes the linear system $U^\dagger Z=V^\dagger$. It is solvable because $U$ is invertible, which is the step that cancelled $\det U$ above. The second condition in (1) makes the solution symmetric, and the first gives $1-ZZ^\dagger=(UU^\dagger)^{-1}$, which is positive definite, so the state can be normalised. In the squeezing example $Z=\tfrac35\sigma_x$, and the normalised state is $\tfrac45\exp(\tfrac35a_1^\dagger a_2^\dagger)|0\rangle$. Within such quadratic models with finitely many modes, the bosonic quasiparticle vacuum contains only even total numbers of the bosons $a_i$.

## Amplitudes and metric in Lean

The modes are labelled by an arbitrary finite type `n`, so `n` is a set of labels and not a number. The case of no modes is included.

```lean
import Mathlib

open Matrix
open scoped ComplexOrder

namespace BosonicBogoliubovDeterminant

variable {n : Type*} [Fintype n] [DecidableEq n]
```

The matrix $W$ is called `nambu U V`; the name refers to the transformation and not to the column of operators. Its rows and columns are labelled by `n ⊕ n`, one copy of the modes for annihilation and one for creation. The expression `V.map star` is $\overline V$.

```lean
/-- The Bogoliubov matrix `[[U, conj V], [V, conj U]]` acting on particle and hole
amplitudes. -/
def nambu (U V : Matrix n n ℂ) : Matrix (n ⊕ n) (n ⊕ n) ℂ :=
  fromBlocks U (V.map star) V (U.map star)
```

The form $\eta$ is `metric n`. For at least one mode it is indefinite, so it is not a metric in the sense of a distance.

```lean
/-- The bosonic metric `diag(1, -1)`, which records the signs of the commutators of
annihilation and creation operators. -/
def metric (n : Type*) [DecidableEq n] : Matrix (n ⊕ n) (n ⊕ n) ℂ :=
  fromBlocks 1 0 0 (-1)
```

The structure `IsBosonic U V` bundles the two conditions in (1), with `Uᴴ` for $U^\dagger$. The field `norm` is the normalisation and `sym` is the symmetry condition.

```lean
/-- The conditions on the amplitudes `U` and `V` of a bosonic Bogoliubov transformation:
`Uᴴ U - Vᴴ V = 1` and `Uᵀ V = Vᵀ U`. -/
structure IsBosonic (U V : Matrix n n ℂ) : Prop where
  norm : Uᴴ * U - Vᴴ * V = 1
  sym : Uᵀ * V = Vᵀ * U
```

The operators $a_i$ and $b_j$ do not occur in this development. The passage from their commutators to (1) is the step that connects the matrices with physical bosons, and it rests on the calculation at the start, as the remarks on ground states and on singular fermionic $U$ rest on ordinary algebra.

The first theorem states that $W^\dagger\eta W=\eta$ is equivalent to (1).

```lean
/-- The Bogoliubov matrix preserves the bosonic metric exactly when its amplitudes satisfy
the bosonic conditions. -/
theorem preserves_metric_iff (U V : Matrix n n ℂ) :
    (nambu U V)ᴴ * metric n * nambu U V = metric n ↔ IsBosonic U V := by
  have hc : ∀ A : Matrix n n ℂ, (A.map star)ᴴ = Aᵀ := by
    intro A
    ext i j
    simp
  -- the four blocks of the transformed metric
  have key : (nambu U V)ᴴ * metric n * nambu U V =
      fromBlocks (Uᴴ * U - Vᴴ * V) (Uᴴ * V.map star - Vᴴ * U.map star)
        (Vᵀ * U - Uᵀ * V) (Vᵀ * V.map star - Uᵀ * U.map star) := by
    rw [nambu, metric, fromBlocks_conjTranspose, hc, hc, fromBlocks_multiply,
      fromBlocks_multiply]
    simp only [mul_one, mul_zero, mul_neg, neg_mul, add_zero, zero_add, sub_eq_add_neg]
  rw [key, metric, fromBlocks_inj]
  constructor
  · rintro ⟨h1, -, h3, -⟩
    exact ⟨h1, (sub_eq_zero.mp h3).symm⟩
  · intro h
    have h3 : Vᵀ * U - Uᵀ * V = 0 := sub_eq_zero.mpr h.sym.symm
    -- upper right: adjoint of the lower left; lower right: minus the transpose of the upper left
    have h2 := congrArg Matrix.conjTranspose h3
    rw [conjTranspose_sub, conjTranspose_mul, conjTranspose_mul, conjTranspose_zero] at h2
    have h4 := congrArg Matrix.transpose h.norm
    rw [transpose_sub, transpose_mul, transpose_mul, transpose_one] at h4
    refine ⟨h.norm, h2, h3, ?_⟩
    rw [← neg_sub]
    exact congrArg Neg.neg h4
```

The intermediate statement `key` is the block product displayed earlier. After `fromBlocks_inj` has turned equality of block matrices into four equations, the forward direction reads off the first and third. In the reverse direction, `h2` is the adjoint of the symmetry condition and `h4` the transpose of the normalisation; they supply the other two blocks.

## The determinant in Lean

The elimination is a separate lemma, stated as an identity between matrices.

```lean
/-- For bosonic amplitudes, a block-triangular matrix built from `Uᵀ` and `Vᵀ` eliminates
the lower left block of the Bogoliubov matrix and turns the lower right one into `1`. -/
theorem block_elimination {U V : Matrix n n ℂ} (h : IsBosonic U V) :
    fromBlocks 1 0 (-Vᵀ) Uᵀ * nambu U V = fromBlocks U (V.map star) 0 1 := by
  have h4 := congrArg Matrix.transpose h.norm
  rw [transpose_sub, transpose_mul, transpose_mul, transpose_one] at h4
  have h1 : -Vᵀ * V.map star + Uᵀ * U.map star = 1 := by
    rw [neg_mul, neg_add_eq_sub]
    exact h4
  have h2 : -Vᵀ * U + Uᵀ * V = 0 := by
    rw [h.sym, neg_mul, neg_add_cancel]
  rw [nambu, fromBlocks_multiply, h1, h2]
  simp only [one_mul, zero_mul, add_zero]
```

Here `h1` computes the lower right block from the transposed normalisation, and `h2` shows that the lower left block vanishes by `h.sym`. The upper row is unchanged.

The main theorem says that for all $U$ and $V$ satisfying (1), with any finite number of modes, the determinant of $W$ is $1$.

```lean
/-- Every bosonic Bogoliubov transformation, for any finite number of modes, has
determinant `1`. -/
theorem det_nambu_eq_one {U V : Matrix n n ℂ} (h : IsBosonic U V) :
    (nambu U V).det = 1 := by
  -- a null vector `x` of `U` would satisfy `‖x‖² = -‖V x‖²`
  have hU : U.det ≠ 0 := by
    intro h0
    obtain ⟨x, hx, hUx⟩ := Matrix.exists_mulVec_eq_zero_iff.mpr h0
    have e := congrArg (fun M : Matrix n n ℂ => M *ᵥ x) h.norm
    simp only [Matrix.sub_mulVec, ← Matrix.mulVec_mulVec, hUx, Matrix.mulVec_zero,
      zero_sub, Matrix.one_mulVec] at e
    have s : star x ⬝ᵥ x = -(star (V *ᵥ x) ⬝ᵥ (V *ᵥ x)) := by
      calc star x ⬝ᵥ x = star x ⬝ᵥ (-(Vᴴ *ᵥ (V *ᵥ x))) := by rw [e]
        _ = _ := by
          rw [dotProduct_neg, Matrix.star_mulVec, Matrix.dotProduct_mulVec (star x) Vᴴ]
    have hle : star x ⬝ᵥ x ≤ 0 := by
      rw [s]
      exact neg_nonpos.mpr (dotProduct_star_self_nonneg _)
    exact hx (dotProduct_star_self_eq_zero.mp
      (le_antisymm hle (dotProduct_star_self_nonneg x)))
  -- determinants of the block elimination: `det U * det W = det U`
  have d := congrArg Matrix.det (block_elimination h)
  rw [det_mul, det_fromBlocks_zero₁₂, det_fromBlocks_zero₂₁, det_one, one_mul,
    mul_one, det_transpose] at d
  exact mul_left_cancel₀ hU (by rw [mul_one]; exact d)
```

The first half proves `hU`, that $\det U\neq0$. If the determinant were zero, `exists_mulVec_eq_zero_iff` would provide a nonzero $x$ with $Ux=0$. Applying the normalisation to $x$ gives `e`, which reads $-V^\dagger Vx=x$, and the inner product with $x$ gives `s`, the equation $\|x\|^2=-\|Vx\|^2$. These inner products are complex numbers in Lean. The order on $\mathbb C$ used here compares real parts and requires equal imaginary parts, so that `hle` can say that $x^\dagger x\le0$. Together with $x^\dagger x\ge0$ this forces $x=0$, a contradiction.

The second half takes determinants in `block_elimination`. Both triangular matrices have the product of their diagonal blocks' determinants as determinant, which gives $\det U\det W=\det U$, and `mul_left_cancel₀` removes the nonzero factor.

## A squeezer, a lone phase and a fermionic exchange

Two-mode squeezing satisfies (1) for every real $r$, so the main theorem applies to transformations that really mix $a$ and $a^\dagger$.

```lean
/-- Two-mode squeezing with real parameter `r`, where `U = cosh r` on both modes and
`V = sinh r` couples them, satisfies the bosonic conditions. -/
theorem isBosonic_witness (r : ℝ) :
    IsBosonic !![(Real.cosh r : ℂ), 0; 0, (Real.cosh r : ℂ)]
      !![0, (Real.sinh r : ℂ); (Real.sinh r : ℂ), 0] := by
  have h := Real.cosh_sq r
  generalize Real.cosh r = c at h ⊢
  generalize Real.sinh r = s at h ⊢
  have hc : (c : ℂ) ^ 2 = (s : ℂ) ^ 2 + 1 := by exact_mod_cast h
  constructor
  · ext i j
    fin_cases i <;> fin_cases j <;>
      simp [Matrix.mul_apply, Fin.sum_univ_succ] <;> linear_combination hc
  · ext i j
    fin_cases i <;> fin_cases j <;>
      simp [Matrix.mul_apply, Fin.sum_univ_succ, mul_comm]
```

The proof replaces $\cosh r$ and $\sinh r$ by numbers $c$ and $s$ with $c^2=s^2+1$ and compares the matrices entry by entry.

The next theorem concerns the conjugate structure of $W$. For one mode and any $z$ with $|z|=1$, the matrix $\mathrm{diag}(z,1)$ preserves $\eta$ and has determinant $z$.

```lean
/-- Preserving the bosonic metric does not by itself fix the determinant: for every phase
`z`, the one-mode matrix `diag(z, 1)` preserves the metric and has determinant `z`. -/
theorem metric_alone_allows_any_phase (z : ℂ) (hz : star z * z = 1) :
    (fromBlocks !![z] 0 0 1)ᴴ * metric (Fin 1) * fromBlocks !![z] 0 0 1 = metric (Fin 1) ∧
      (fromBlocks !![z] 0 0 (1 : Matrix (Fin 1) (Fin 1) ℂ)).det = z := by
  have hz' : (!![z])ᴴ * !![z] = (1 : Matrix (Fin 1) (Fin 1) ℂ) := by
    ext i j
    fin_cases i
    fin_cases j
    simpa [Matrix.mul_apply] using hz
  constructor
  · rw [metric, fromBlocks_conjTranspose, fromBlocks_multiply, fromBlocks_multiply]
    simp only [conjTranspose_zero, conjTranspose_one, mul_one, mul_zero, zero_mul,
      add_zero, zero_add, mul_neg, neg_zero, hz']
  · rw [det_fromBlocks_zero₂₁, det_one, mul_one]
    simp
```

For $z\neq1$ this matrix is not of the form `nambu U V`, since its lower right entry is not the conjugate of its upper left one. It would multiply $a$ by a phase and leave $a^\dagger$ alone, so the two results would no longer be adjoint to each other. Preservation of $\eta$ therefore fixes the determinant only in combination with a relation between the diagonal blocks. The proof multiplies the blocks, using $\bar z z=1$, and reads the determinant from the diagonal.

The last theorem takes $U=0$ and $V=1$, which exchanges particles and holes in every mode. These amplitudes satisfy the fermionic conditions, and the determinant is $-1$ to the power of the number of modes.

```lean
/-- The fermionic contrast: exchanging particles and holes in all modes (`U = 0`, `V = 1`) satisfies
the fermionic conditions and has determinant `-1` to the power of the number of modes. -/
theorem fermionic_particle_hole_exchange (U V : Matrix n n ℂ) (hU : U = 0) (hV : V = 1) :
    Uᴴ * U + Vᴴ * V = 1 ∧ Uᵀ * V + Vᵀ * U = 0 ∧
      (nambu U V).det = (-1) ^ Fintype.card n := by
  subst hU hV
  refine ⟨by simp, by simp, ?_⟩
  -- adding the lower block row to the upper one leaves the determinant unchanged
  have e : fromBlocks 1 1 0 1 * nambu (0 : Matrix n n ℂ) 1 = fromBlocks 1 1 1 0 := by
    rw [nambu, fromBlocks_multiply]
    simp
  have d := congrArg Matrix.det e
  rw [det_mul, det_fromBlocks_zero₂₁, det_fromBlocks_one₁₁] at d
  simpa [Matrix.det_neg] using d

end BosonicBogoliubovDeterminant
```

After substitution, both conditions are immediate. For the determinant, adding the lower block row to the upper one produces a matrix whose upper left block is $1$. The formula `det_fromBlocks_one₁₁` then reduces its determinant to that of minus the identity matrix on the modes, which is $-1$ to the power of the number of modes. The value is $-1$ for an odd number of modes; for an even, nonzero number, exchanging particle and hole in a single mode gives a fermionic transformation with determinant $-1$.

```lean
#print axioms BosonicBogoliubovDeterminant.preserves_metric_iff
-- 'BosonicBogoliubovDeterminant.preserves_metric_iff' depends on axioms: [propext, Classical.choice, Quot.sound]
#print axioms BosonicBogoliubovDeterminant.det_nambu_eq_one
-- 'BosonicBogoliubovDeterminant.det_nambu_eq_one' depends on axioms: [propext, Classical.choice, Quot.sound]
#print axioms BosonicBogoliubovDeterminant.metric_alone_allows_any_phase
-- 'BosonicBogoliubovDeterminant.metric_alone_allows_any_phase' depends on axioms: [propext, Classical.choice, Quot.sound]
#print axioms BosonicBogoliubovDeterminant.fermionic_particle_hole_exchange
-- 'BosonicBogoliubovDeterminant.fermionic_particle_hole_exchange' depends on axioms: [propext, Classical.choice, Quot.sound]
```
